# Gradient descent with a short enough fixed step takes the energy of a finite-dimensional quantum system to an eigenvalue

A Hamiltonian has been written in a finite orthonormal basis, and a normalised guess $x_0$ for one of its states is at hand. The guess can be improved by moving it against the gradient of the energy, normalising, and repeating. Does this settle down from every starting guess, and if so, at what energy?

Let each step subtract $\tau(H-R)x$ from the current unit vector $x$ and normalise, where $R=\langle x,Hx\rangle$ is the energy and $(H-R)x$ is half its gradient on the unit sphere. For a Hermitian $H$ whose eigenvalues differ by at most $W$, and a fixed step length $\tau>0$ with $\tau W<2$, the energies never increase, the energy variances tend to zero, and the energies converge to an eigenvalue of $H$. If the spectral width $W$ is positive, the choice $\tau=1/W$ qualifies, since then $\tau W=1$.

This bears on iterative diagonalisation in electronic structure, for instance of a configuration-interaction matrix, as long as the matrix is finite and does not change with the state, as it would in a self-consistent calculation.

## Energy, residual and the descent step

The states live in a complex inner product space `E`, with the inner product linear in its second argument, as in Dirac notation. The operator `H` is a linear map on `E`.

```lean
import Mathlib

open Filter Topology

namespace RayleighGradientDescent

noncomputable section

variable {E : Type*} [NormedAddCommGroup E] [InnerProductSpace ℂ E]
```

For a unit vector $x$ the mean energy is $R(x)=\langle x,Hx\rangle$. The Lean function takes the real part, which loses nothing for Hermitian $H$. It does not divide by $\|x\|^2$, so for an unnormalised vector $u$ the mean energy is `energy H u` divided by $\|u\|^2$.

```lean
/-- The energy expectation value `R(x) = ⟨x, H x⟩` of a normalised state `x`, for Hermitian `H`; in
general, the real part of `⟨x, H x⟩`. -/
def energy (H : E →ₗ[ℂ] E) (x : E) : ℝ := (inner ℂ x (H x)).re
```

The residual $r=(H-R(x))x$ measures how far $x$ is from being an eigenvector. On the unit sphere the energy gradient is $2r$, and the factor 2 is absorbed in $\tau$.

```lean
/-- The residual `(H - R(x)) x`. -/
def residual (H : E →ₗ[ℂ] E) (x : E) : E := H x - (energy H x : ℂ) • x
```

The variance is defined as $\sigma^2=\|r\|^2$. For a unit vector and Hermitian $H$ this is the textbook quantity, because $\|Hx-Rx\|^2=\langle x,H^2x\rangle-2R^2+R^2=\langle H^2\rangle-\langle H\rangle^2$.

```lean
/-- The energy variance `‖(H - R(x)) x‖²` of a normalised state `x`, for Hermitian `H`. -/
def variance (H : E →ₗ[ℂ] E) (x : E) : ℝ := ‖residual H x‖ ^ 2
```

The descent moves $x$ to the trial vector $y=x-\tau r$, where $\tau$ has the dimension of an inverse energy.

```lean
/-- The trial vector `x - τ (H - R(x)) x`, before normalisation. -/
def trial (H : E →ₗ[ℂ] E) (τ : ℝ) (x : E) : E := x - (τ : ℂ) • residual H x
```

Normalising gives the next state $x'=y/\|y\|$.

```lean
/-- One step of gradient descent: the normalised trial vector, for a nonzero trial vector. -/
def step (H : E →ₗ[ℂ] E) (τ : ℝ) (x : E) : E :=
  ((‖trial H τ x‖⁻¹ : ℝ) : ℂ) • trial H τ x
```

The energy levels are the real numbers that are eigenvalues of $H$, listed without multiplicity.

```lean
/-- The energy levels of `H`: its real eigenvalues. -/
def levels (H : E →ₗ[ℂ] E) : Set ℝ := {μ | Module.End.HasEigenvalue H (μ : ℂ)}
```

## The residual is orthogonal to the state

Hermiticity, written `H.IsSymmetric`, makes $\langle x,Hx\rangle$ real and hence equal to $R$. Then
$$\langle x,r\rangle=\langle x,Hx\rangle-R\langle x,x\rangle=R-R=0 .$$
In the proof, `h` is the reality statement, and the rewriting expands the inner product.

```lean
variable {H : E →ₗ[ℂ] E}

/-- For Hermitian `H` the residual of a unit vector is orthogonal to that vector. -/
theorem inner_residual (hH : H.IsSymmetric) {x : E} (hx : ‖x‖ = 1) :
    inner ℂ x (residual H x) = 0 := by
  have h : inner ℂ x (H x) = (energy H x : ℂ) :=
    (Complex.conj_eq_iff_re.1 ((inner_conj_symm (H x) x).trans (hH x x))).symm
  unfold residual
  rw [inner_sub_right, inner_smul_right, h, inner_self_eq_norm_sq_to_K, hx]
  simp
```

The cross term therefore vanishes in the norm of the trial vector:
$$\|y\|^2=\|x\|^2-2\tau\,\mathrm{Re}\langle x,r\rangle+\tau^2\|r\|^2=1+\tau^2\sigma^2 .$$

```lean
/-- For Hermitian `H` and a unit vector, the trial vector has squared norm `1 + τ² σ²`, with
`σ²` the variance. -/
theorem norm_trial_sq (hH : H.IsSymmetric) (τ : ℝ) {x : E} (hx : ‖x‖ = 1) :
    ‖trial H τ x‖ ^ 2 = 1 + τ ^ 2 * variance H x := by
  unfold trial variance
  rw [norm_sub_sq (𝕜 := ℂ), inner_smul_right, inner_residual hH hx, norm_smul, hx,
    Complex.norm_real, Real.norm_eq_abs, mul_pow, sq_abs]
  simp
```

This is at least 1, so the trial vector is never zero. The proof assumes a zero norm and lets `nlinarith` find the contradiction.

```lean
/-- For Hermitian `H` the trial vector of a unit vector can be normalised. -/
theorem norm_trial_ne_zero (hH : H.IsSymmetric) (τ : ℝ) {x : E} (hx : ‖x‖ = 1) :
    ‖trial H τ x‖ ≠ 0 := by
  intro h0
  have h := norm_trial_sq hH τ hx
  have hv : 0 ≤ variance H x := sq_nonneg _
  rw [h0] at h
  nlinarith [mul_nonneg (sq_nonneg τ) hv]
```

Each step thus leads from a unit vector to a unit vector.

```lean
/-- For Hermitian `H` a step takes unit vectors to unit vectors. -/
theorem norm_step (hH : H.IsSymmetric) (τ : ℝ) {x : E} (hx : ‖x‖ = 1) :
    ‖step H τ x‖ = 1 := by
  unfold step
  rw [norm_smul, Complex.norm_real, norm_inv, norm_norm,
    inv_mul_cancel₀ (norm_trial_ne_zero hH τ hx)]
```

Normalisation multiplies $y$ by a real number $c$, and $\langle cy,H(cy)\rangle=c^2\langle y,Hy\rangle$.

```lean
/-- Scaling a vector `y` by a real `c` scales the real part of `⟨y, H y⟩` by `c²`. -/
theorem energy_smul (c : ℝ) (y : E) : energy H ((c : ℂ) • y) = c ^ 2 * energy H y := by
  unfold energy
  rw [map_smul, inner_smul_left, inner_smul_right, Complex.conj_ofReal,
    Complex.re_ofReal_mul, Complex.re_ofReal_mul]
  ring
```

## The spectral width bounds the energy of any other vector

From here on the space is finite-dimensional, so $H$ has an orthonormal eigenbasis $b_i$ with levels $l_i$, and
$$\langle y,Hy\rangle=\sum_i l_i\,|\langle b_i,y\rangle|^2 .$$
The constant $W$ stands for the energy range of the spectrum, or any upper bound on it: $l_i-W\le l_j$ for all $i,j$. Averaging this over $j$ with the populations $|\langle b_j,x\rangle|^2$ of a unit vector $x$ gives $l_i-W\le R(x)$. Every level lies at most $W$ above the mean energy, and so for any $u$
$$\langle u,Hu\rangle\le (R(x)+W)\,\|u\|^2 .$$
In the code `hE` is the expansion and `hi` the bound on the levels; both averages use `Finset.sum_le_sum`.

```lean
variable [FiniteDimensional ℂ E]

/-- If no two levels of a Hermitian `H` in finite dimension differ by more than `W`, then
`⟨u, H u⟩ ≤ (R(x) + W) ‖u‖²` for every vector `u` and every unit vector `x`. -/
theorem energy_le (hH : H.IsSymmetric) {W : ℝ}
    (hW : ∀ μ ∈ levels H, ∀ ν ∈ levels H, ν - μ ≤ W) {x : E} (hx : ‖x‖ = 1) (u : E) :
    energy H u ≤ (energy H x + W) * ‖u‖ ^ 2 := by
  let b := hH.eigenvectorBasis rfl
  let l := hH.eigenvalues rfl
  have hl : ∀ i, l i ∈ levels H := fun i => hH.hasEigenvalue_eigenvalues rfl i
  -- `⟨y, H y⟩` is the sum of the levels, weighted by the squared moduli of the components of `y`
  have hE : ∀ y : E, energy H y = ∑ i, l i * ‖inner ℂ (b i) y‖ ^ 2 := by
    intro y
    unfold energy
    rw [← b.sum_inner_mul_inner y (H y), Complex.re_sum]
    refine Finset.sum_congr rfl fun i _ => ?_
    have hb : H (b i) = ((l i : ℝ) : ℂ) • b i := hH.apply_eigenvectorBasis rfl i
    rw [← hH (b i) y, hb, inner_smul_left, ← inner_conj_symm y (b i),
      Complex.conj_ofReal]
    generalize inner ℂ (b i) y = z
    rw [Complex.sq_norm, Complex.normSq_apply]
    simp only [Complex.mul_re, Complex.mul_im, Complex.conj_re, Complex.conj_im,
      Complex.ofReal_re, Complex.ofReal_im]
    ring
  have hN : ∀ y : E, ∑ i, ‖inner ℂ (b i) y‖ ^ 2 = ‖y‖ ^ 2 :=
    fun y => b.sum_sq_norm_inner_right y
  -- every level lies at most `W` above the mean energy of `x`
  have hi : ∀ i, l i ≤ energy H x + W := by
    intro i
    have h : ∑ j, (l i - W) * ‖inner ℂ (b j) x‖ ^ 2
        ≤ ∑ j, l j * ‖inner ℂ (b j) x‖ ^ 2 :=
      Finset.sum_le_sum fun j _ => mul_le_mul_of_nonneg_right
        (by linarith [hW _ (hl j) _ (hl i)]) (sq_nonneg _)
    rw [← Finset.mul_sum, hN, hx, ← hE] at h
    linarith
  rw [hE u, ← hN u, Finset.mul_sum]
  exact Finset.sum_le_sum fun i _ => mul_le_mul_of_nonneg_right (hi i) (sq_nonneg _)
```

## How far one step lowers the energy

Since $Hx=r+Rx$ and $r\perp x$, we have $\langle r,Hx\rangle=\|r\|^2=\sigma^2$, and by Hermiticity $\langle x,Hr\rangle=\sigma^2$ too. For the unnormalised trial vector, $\langle y,Hy\rangle$ is therefore quadratic in $\tau$:
$$\langle y,Hy\rangle=R-2\tau\sigma^2+\tau^2\langle r,Hr\rangle .$$
Write $R'=R(x')$. The left side equals $\|y\|^2R'=(1+\tau^2\sigma^2)R'$, and the previous bound with $u=r$ gives $\langle r,Hr\rangle\le(R+W)\sigma^2$. Hence
$$(1+\tau^2\sigma^2)(R-R')=2\tau\sigma^2+\tau^2\big(R\sigma^2-\langle r,Hr\rangle\big)\ge\tau(2-\tau W)\,\sigma^2 .$$
The facts `hr` and `hr'` are the two cross terms, `ht` the quadratic formula, `hs` the normalisation and `hb` the bound; `linarith` combines them.

```lean
/-- One step from a unit vector `x` to `x'`, for Hermitian `H` in finite dimension whose levels
differ by at most `W`, obeys `τ (2 - τ W) σ² ≤ (1 + τ² σ²) (R(x) - R(x'))`, with `σ²` the
variance of `x`. -/
theorem energy_descent (hH : H.IsSymmetric) {W : ℝ}
    (hW : ∀ μ ∈ levels H, ∀ ν ∈ levels H, ν - μ ≤ W) (τ : ℝ) {x : E} (hx : ‖x‖ = 1) :
    τ * (2 - τ * W) * variance H x
      ≤ (1 + τ ^ 2 * variance H x) * (energy H x - energy H (step H τ x)) := by
  have hHx : H x = residual H x + (energy H x : ℂ) • x := by simp [residual]
  have hr : (inner ℂ (residual H x) (H x)).re = variance H x := by
    have h : inner ℂ (residual H x) (H x) = inner ℂ (residual H x) (residual H x) := by
      conv_lhs => rw [hHx]
      rw [inner_add_right, inner_smul_right,
        inner_eq_zero_symm.1 (inner_residual hH hx), mul_zero, add_zero]
    rw [h]
    exact inner_self_eq_norm_sq (𝕜 := ℂ) (residual H x)
  have hr' : (inner ℂ x (H (residual H x))).re = variance H x := by
    rw [← hH x (residual H x), ← inner_conj_symm (H x) (residual H x),
      Complex.conj_re, hr]
  -- `⟨y, H y⟩` for the unnormalised trial vector `y` is quadratic in the step length
  have ht : energy H (trial H τ x)
      = energy H x - 2 * τ * variance H x + τ ^ 2 * energy H (residual H x) := by
    simp only [energy, trial, map_sub, map_smul, inner_sub_left, inner_sub_right,
      inner_smul_left, inner_smul_right, Complex.conj_ofReal, Complex.sub_re,
      Complex.re_ofReal_mul, hr, hr']
    ring
  have hs : ‖trial H τ x‖ ^ 2 * energy H (step H τ x) = energy H (trial H τ x) := by
    unfold step
    rw [energy_smul, ← mul_assoc, ← mul_pow,
      mul_inv_cancel₀ (norm_trial_ne_zero hH τ hx), one_pow, one_mul]
  have hb : τ ^ 2 * energy H (residual H x) ≤ τ ^ 2 * ((energy H x + W) * variance H x) :=
    mul_le_mul_of_nonneg_left (energy_le hH hW hx _) (sq_nonneg τ)
  rw [norm_trial_sq hH τ hx, ht] at hs
  linarith
```

## Vanishing variance forces the limit to be a level

Suppose unit vectors $x_n$ have energies tending to $L$ and variances tending to zero. The unit sphere of a finite-dimensional space is compact, so a subsequence converges to a unit vector $a$. Along it, by continuity of $H$,
$$\|Hx_n-R(x_n)x_n\|^2\to\|Ha-La\|^2 .$$
The left side also tends to zero, so $Ha=La$ with $a\ne0$, and $L$ is an eigenvalue. The proof extracts the subsequence `φ`, obtains the two limits `h1` and `hv.comp`, and equates them by uniqueness of limits.

```lean
/-- If unit vectors have energies tending to `L` and variances tending to zero, for a linear
operator `H` in finite dimension, then `L` is an energy level. -/
theorem limit_mem_levels {x : ℕ → E} (hx : ∀ n, ‖x n‖ = 1) {L : ℝ}
    (hL : Tendsto (fun n => energy H (x n)) atTop (𝓝 L))
    (hv : Tendsto (fun n => variance H (x n)) atTop (𝓝 0)) : L ∈ levels H := by
  have : ProperSpace E := FiniteDimensional.proper ℂ E
  -- a subsequence of the states converges on the unit sphere
  obtain ⟨a, ha, φ, hφ, hlim⟩ := (isCompact_sphere (0 : E) 1).tendsto_subseq
    (x := x) (fun n => by simp [hx n])
  have hHa : Tendsto (fun n => H (x (φ n))) atTop (𝓝 (H a)) :=
    (H.continuous_of_finiteDimensional.tendsto a).comp hlim
  have hLc : Tendsto (fun n => (energy H (x (φ n)) : ℂ)) atTop (𝓝 (L : ℂ)) :=
    (Complex.continuous_ofReal.tendsto L).comp (hL.comp hφ.tendsto_atTop)
  have h1 : Tendsto (fun n => variance H (x (φ n))) atTop
      (𝓝 (‖H a - (L : ℂ) • a‖ ^ 2)) := ((hHa.sub (hLc.smul hlim)).norm).pow 2
  have h2 := tendsto_nhds_unique h1 (hv.comp hφ.tendsto_atTop)
  have h3 := sub_eq_zero.1 (norm_eq_zero.1 ((pow_eq_zero_iff two_ne_zero).1 h2))
  have ha0 : a ≠ 0 := by
    rintro rfl
    simp at ha
  exact Module.End.hasEigenvalue_of_hasEigenvector
    ⟨Module.End.mem_eigenspace_iff.2 h3, ha0⟩
```

## Convergence from every starting state

In the final theorem `(step H τ)^[n] x₀` is the state $x_n$ after $n$ steps. The hypotheses are that $H$ is Hermitian, that no two levels differ by more than `W`, that $\tau>0$ and $\tau W<2$, and that $x_0$ is a unit vector. Before normalisation, a step from $x$ multiplies the component along $b_i$ by $1-\tau(l_i-R(x))$, and the condition $\tau W<2$ keeps this factor above $-1$. The conclusion has three parts: the energies are non-increasing (`Antitone`), the variances tend to zero, and some level $L$ is the limit of the energies.

Put $R_n=R(x_n)$, $g_n=R_n-R_{n+1}$ and $c=\tau(2-\tau W)>0$. The one-step estimate reads
$$c\,\sigma_n^2\le(1+\tau^2\sigma_n^2)\,g_n ,$$
so $g_n\ge0$ and the energies never increase (`hanti`). The width bound with $u=x_0$ gives $R_n\ge R_0-W$ (`hbdd`). A non-increasing sequence that is bounded below converges, hence $g_n\to0$ (`hg`). Rearranged, the estimate is $(c-\tau^2g_n)\sigma_n^2\le g_n$, and once $n$ is large enough for the bracket to be positive,
$$0\le\sigma_n^2\le\frac{g_n}{c-\tau^2g_n}\to0 .$$
This squeeze is `hv`, and the compactness argument then identifies the limit as a level.

The level need not be the lowest one: an excited eigenstate has $r=0$ and stays where it is. The theorem gives no rate, and it concerns the energies, not convergence of the vectors $x_n$. The limit is an eigenvalue of the finite matrix; how close it lies to a level of the full Hamiltonian depends on the basis and is a separate question.

```lean
/-- Global convergence of gradient descent: for Hermitian `H` in finite dimension whose levels
differ by at most `W`, a step length `τ > 0` with `τ W < 2` and any unit starting vector, the
energies never increase, the variances tend to zero and the energies converge to a level. -/
theorem gradient_descent_converges (hH : H.IsSymmetric) {W τ : ℝ}
    (hW : ∀ μ ∈ levels H, ∀ ν ∈ levels H, ν - μ ≤ W) (hτ : 0 < τ) (hτW : τ * W < 2)
    {x₀ : E} (hx₀ : ‖x₀‖ = 1) :
    Antitone (fun n => energy H ((step H τ)^[n] x₀)) ∧
    Tendsto (fun n => variance H ((step H τ)^[n] x₀)) atTop (𝓝 0) ∧
    ∃ L ∈ levels H, Tendsto (fun n => energy H ((step H τ)^[n] x₀)) atTop (𝓝 L) := by
  let x : ℕ → E := fun n => (step H τ)^[n] x₀
  have hs : ∀ n, x (n + 1) = step H τ (x n) :=
    fun n => Function.iterate_succ_apply' _ _ _
  have hx : ∀ n, ‖x n‖ = 1 := by
    intro n
    induction n with
    | zero => exact hx₀
    | succ n ih => rw [hs]; exact norm_step hH τ ih
  have hv0 : ∀ n, 0 ≤ variance H (x n) := fun n => sq_nonneg _
  have hc : 0 < τ * (2 - τ * W) := mul_pos hτ (by linarith)
  have hd : ∀ n, τ * (2 - τ * W) * variance H (x n)
      ≤ (1 + τ ^ 2 * variance H (x n)) * (energy H (x n) - energy H (x (n + 1))) :=
    fun n => by rw [hs]; exact energy_descent hH hW τ (hx n)
  have hanti : Antitone (fun n => energy H (x n)) := by
    refine antitone_nat_of_succ_le fun n => ?_
    have hp : 0 < 1 + τ ^ 2 * variance H (x n) := by
      linarith [mul_nonneg (sq_nonneg τ) (hv0 n)]
    linarith [(mul_nonneg_iff_of_pos_left hp).1 ((mul_nonneg hc.le (hv0 n)).trans (hd n))]
  have hbdd : BddBelow (Set.range fun n => energy H (x n)) := by
    refine ⟨energy H x₀ - W, ?_⟩
    rintro _ ⟨n, rfl⟩
    have h := energy_le hH hW (hx n) x₀
    rw [hx₀] at h
    simp only
    linarith
  have hL := tendsto_atTop_ciInf hanti hbdd
  -- the energy decreases per step tend to zero and control the variances
  have hg : Tendsto (fun n => energy H (x n) - energy H (x (n + 1))) atTop (𝓝 0) := by
    simpa using hL.sub (hL.comp (tendsto_add_atTop_nat 1))
  have hden : Tendsto (fun n => τ * (2 - τ * W)
      - τ ^ 2 * (energy H (x n) - energy H (x (n + 1)))) atTop
      (𝓝 (τ * (2 - τ * W))) := by
    simpa using (hg.const_mul (τ ^ 2)).const_sub (τ * (2 - τ * W))
  have hq := hg.div hden hc.ne'
  rw [zero_div] at hq
  have hv : Tendsto (fun n => variance H (x n)) atTop (𝓝 0) := by
    refine tendsto_of_tendsto_of_tendsto_of_le_of_le' tendsto_const_nhds hq
      (Eventually.of_forall hv0) ?_
    filter_upwards [hden.eventually (lt_mem_nhds hc)] with n hn
    refine (le_div_iff₀ hn).2 ?_
    linarith [hd n]
  exact ⟨hanti, hv, _, limit_mem_levels hx hL hv, hL⟩

end

end RayleighGradientDescent
```

```lean
#print axioms RayleighGradientDescent.gradient_descent_converges
```

```
'RayleighGradientDescent.gradient_descent_converges' depends on axioms: [propext, Classical.choice, Quot.sound]
```

## One and two levels

In one dimension every unit vector is an eigenvector, $W=0$ is allowed, and the energy is constant for any $\tau>0$.

The smallest case with motion has two levels, $E_1$ and $E_1+W$ with $W>0$, and a state with components $(\cos\theta,\sin\theta)$, where $0<\theta<\pi/2$. Then $R=E_1+W\sin^2\theta$, and one step gives
$$\tan\theta'=\tan\theta\;\frac{1-\tau W\cos^2\theta}{1+\tau W\sin^2\theta} .$$
For $\tau W=1$ the fraction is $\sin^2\theta/(1+\sin^2\theta)<1/2$, so the state tends to the ground state. For $\tau W>2$ and small $\theta$ the fraction exceeds 1 in magnitude, and the energy rises. This two-level formula is an illustration, with no Lean proof behind it.
